# Upper and lower bounds on the levels of a finite open chain from its site energies and hoppings

The coefficients of the chain are stored as infinite sequences, and the matrix reads only the finite part it needs. A chain with sites \(0,\dots,n\) uses the real site energies \(a_0,\dots,a_n\) and the real hoppings \(b_0,\dots,b_{n-1}\), where \(b_k\) joins sites \(k\) and \(k+1\). Lengthening the chain by one site then leaves `a` and `b` unchanged, which suits induction on \(n\).

```lean
import Mathlib

open Finset Matrix

namespace TridiagonalBandBounds

noncomputable section
```

The matrix element \(T_{ij}\) is `entry a b i j`.

```lean
/-- Matrix element between sites `i` and `j` of a chain with on-site energies `a` and
nearest-neighbour hoppings `b`. -/
def entry (a b : ℕ → ℝ) (i j : ℕ) : ℝ :=
  if i = j then a i else if i + 1 = j then b i else if j + 1 = i then b j else 0
```

The Hamiltonian \(T\) is `chainH n a b`, a real matrix indexed by `Fin (n + 1)`. The ends are open, and there is always at least one site.

```lean
/-- The Hamiltonian of an open chain with sites `0, ..., n`. -/
def chainH (n : ℕ) (a b : ℕ → ℝ) : Matrix (Fin (n + 1)) (Fin (n + 1)) ℝ :=
  Matrix.of fun i j => entry a b i j
```

For real amplitudes \(y_k\), also stored as a sequence, define

\[
Q_n(a,b;y)=\sum_{k=0}^{n}a_k y_k^2+2\sum_{k=0}^{n-1}b_k y_k y_{k+1}.
\]

```lean
/-- The sum of the site terms `a k * y k ^ 2` and the bond terms `2 * b k * y k * y (k + 1)` for
real amplitudes `y` on sites `0, ..., n`. -/
def energy (n : ℕ) (a b y : ℕ → ℝ) : ℝ :=
  ∑ k ∈ range (n + 1), a k * y k ^ 2 + 2 * ∑ k ∈ range n, b k * y k * y (k + 1)
```

A level is a real \(\mu\) with \(Tx=\mu x\) for some nonzero real vector \(x\). The matrix \(T\) can be the one-particle Hamiltonian of a non-interacting tight-binding chain with one orbital per site, orthonormal orbitals and hopping only between nearest neighbours, or a finite real tridiagonal matrix from a Lanczos run. The bounds below enclose the levels of \(T\) without diagonalising it. In the Lanczos case they do not by themselves enclose the spectrum of the original Hamiltonian.

## (a) Symmetry of the matrix elements

Show that \(T_{ij}=T_{ji}\).

For \(i=j\) there is nothing to prove. If \(j=i+1\), both elements are \(b_i\); if \(i=j+1\), both are \(b_j\). Otherwise both vanish. In the proof, `split_ifs` produces these cases and `omega` removes the contradictory ones.

```lean
/-- The matrix elements of the chain are symmetric. -/
theorem entry_symm (a b : ℕ → ℝ) (i j : ℕ) : entry a b i j = entry a b j i := by
  unfold entry
  split_ifs <;> first | rfl | omega | simp_all
```

## (b) One more site

Show that

\[
Q_{n+1}(a,b;y)=Q_n(a,b;y)+a_{n+1}y_{n+1}^2+2b_ny_ny_{n+1}.
\]

The site sum gains its term \(k=n+1\), and the bond sum gains its term \(k=n\). Splitting off these two last terms gives the formula.

```lean
/-- Adding one site to the chain adds one site term and one bond term to `energy`. -/
theorem energy_succ (n : ℕ) (a b y : ℕ → ℝ) :
    energy (n + 1) a b y =
      energy n a b y + a (n + 1) * y (n + 1) ^ 2 + 2 * (b n * y n * y (n + 1)) := by
  unfold energy
  rw [sum_range_succ (fun k => a k * y k ^ 2) (n + 1),
    sum_range_succ (fun k => b k * y k * y (k + 1)) n]
  ring
```

## (c) The quadratic form

Show that \(y^{\mathsf T}Ty=Q_n(a,b;y)\).

For one site both sides are \(a_0y_0^2\). Going from last site \(m\) to last site \(m+1\), the double sum \(\sum_{ij}y_iT_{ij}y_j\) gains a column, a row and a corner. The new site couples only to site \(m\), so the column gives

\[
\sum_{i=0}^{m}y_iT_{i,m+1}y_{m+1}=b_my_my_{m+1}.
\]

By (a) the row gives the same, and the corner gives \(a_{m+1}y_{m+1}^2\). Their sum is the increment in (b). The steps `col`, `row` and `diag` are these three contributions.

The vector need not be normalised; for \(y\neq0\) the energy expectation value is \(Q_n/(y^{\mathsf T}y)\).

```lean
/-- The quadratic form of the chain Hamiltonian is the sum of its site and bond terms. -/
theorem expectation_eq_energy (n : ℕ) (a b y : ℕ → ℝ) :
    (fun i : Fin (n + 1) => y i) ⬝ᵥ (chainH n a b *ᵥ fun i : Fin (n + 1) => y i) =
      energy n a b y := by
  have key : ∀ m : ℕ, ∑ i ∈ range (m + 1), ∑ j ∈ range (m + 1),
      y i * (entry a b i j * y j) = energy m a b y := by
    intro m
    induction m with
    | zero =>
      simp only [energy, entry, zero_add, sum_range_one, sum_range_zero, if_true]
      ring
    | succ m ih =>
      -- the new site couples only to its left neighbour
      have col : ∑ i ∈ range (m + 1), y i * (entry a b i (m + 1) * y (m + 1)) =
          b m * y m * y (m + 1) := by
        rw [sum_range_succ, sum_eq_zero]
        · have h : entry a b m (m + 1) = b m := by simp [entry]
          rw [h]
          ring
        · intro i hi
          have hi' := mem_range.1 hi
          have h : entry a b i (m + 1) = 0 := by
            unfold entry
            rw [if_neg (by omega), if_neg (by omega), if_neg (by omega)]
          rw [h]
          ring
      have row : ∑ j ∈ range (m + 1), y (m + 1) * (entry a b (m + 1) j * y j) =
          b m * y m * y (m + 1) := by
        rw [← col]
        refine sum_congr rfl fun i _ => ?_
        rw [entry_symm a b (m + 1) i]
        ring
      have diag : entry a b (m + 1) (m + 1) = a (m + 1) := by simp [entry]
      simp only [sum_range_succ _ (m + 1), sum_add_distrib]
      rw [ih, col, row, diag, energy_succ]
      ring
  rw [← key n]
  simp only [dotProduct, Matrix.mulVec, chainH, Matrix.of_apply, mul_sum, Finset.sum_range]
```

## (d) Completing the square along the chain

Let \(d_k>0\) for \(k\le n\) and \(4c_k^2\le d_kd_{k+1}\) for \(k<n\). Show that

\[
Q_n(d,c;y)\ge \tfrac12 d_ny_n^2,
\]

with equality only if \(y_0=\dots=y_n=0\).

For \(n=0\), \(Q_0=d_0y_0^2\), which is at least half of itself, with equality only for \(y_0=0\). For the induction step, set

\[
P=d_ny_n^2+4c_ny_ny_{n+1}+d_{n+1}y_{n+1}^2 .
\]

Multiplying by \(d_n>0\) and completing the square gives

\[
d_nP=(d_ny_n+2c_ny_{n+1})^2+(d_nd_{n+1}-4c_n^2)\,y_{n+1}^2\ge0,
\]

so \(P\ge0\), which is `pair` in the proof. By (b),

\[
Q_{n+1}-\tfrac12d_{n+1}y_{n+1}^2=\left(Q_n-\tfrac12d_ny_n^2\right)+\tfrac12P .
\]

Both terms on the right are nonnegative, which proves the bound. If the left side is zero, the first bracket is zero, and the induction hypothesis gives \(y_0=\dots=y_n=0\). What remains is \(\tfrac12d_{n+1}y_{n+1}^2=0\), so \(y_{n+1}=0\) too; `vanish` handles this last inference.

```lean
/-- If site energies are positive and four times each squared hopping is at most the product of
the adjacent site energies, the total energy is at least half the last site term, with equality
only for vanishing amplitudes. -/
theorem energy_bound (d c y : ℕ → ℝ) (n : ℕ) (hd : ∀ k ≤ n, 0 < d k)
    (hc : ∀ k < n, 4 * c k ^ 2 ≤ d k * d (k + 1)) :
    d n * y n ^ 2 / 2 ≤ energy n d c y ∧
      (energy n d c y ≤ d n * y n ^ 2 / 2 → ∀ k ≤ n, y k = 0) := by
  have vanish : ∀ p z : ℝ, 0 < p → p * z ^ 2 ≤ p * z ^ 2 / 2 → z = 0 := by
    intro p z hp h
    by_contra hz
    have hz' : z ≠ 0 := hz
    have : 0 < p * z ^ 2 := by positivity
    linarith
  induction n with
  | zero =>
    have h0 : energy 0 d c y = d 0 * y 0 ^ 2 := by simp [energy]
    have hp := hd 0 le_rfl
    rw [h0]
    refine ⟨by linarith [mul_nonneg hp.le (sq_nonneg (y 0))], fun h k hk => ?_⟩
    obtain rfl : k = 0 := by omega
    exact vanish _ _ hp h
  | succ n ih =>
    obtain ⟨h1, h2⟩ := ih (fun k hk => hd k (by omega)) (fun k hk => hc k (by omega))
    have hp := hd n (by omega)
    have hq := hd (n + 1) le_rfl
    have hb := hc n (by omega)
    -- completing the square on the new bond
    have pair : 0 ≤ d n * y n ^ 2 + 4 * c n * y n * y (n + 1) + d (n + 1) * y (n + 1) ^ 2 := by
      refine (mul_nonneg_iff_of_pos_left hp).1 ?_
      have e1 := sq_nonneg (d n * y n + 2 * c n * y (n + 1))
      have e2 := mul_nonneg (sub_nonneg.2 hb) (sq_nonneg (y (n + 1)))
      linarith
    rw [energy_succ]
    refine ⟨by linarith, fun h k hk => ?_⟩
    have hz := h2 (by linarith)
    rcases Nat.lt_or_ge n k with hk' | hk'
    · obtain rfl : k = n + 1 := by omega
      have hn := hz n le_rfl
      rw [hn] at h h1
      exact vanish _ _ hq (by linarith)
    · exact hz k hk'
```

## (e) Positive definiteness

Under the same conditions on \(d\) and \(c\), show that the chain matrix \(D\) with site energies \(d_k\) and hoppings \(c_k\) satisfies

\[
x^{\mathsf T}Dx>0\qquad\text{for all real }x\neq0 .
\]

Extend \(x\) by zeros to a sequence \(y\). By (c), the form is \(Q_n(d,c;y)\). If it were not positive, it would be at most \(\tfrac12d_ny_n^2\), and (d) would force every amplitude to vanish, contradicting \(x\ne0\). Lean's `PosDef` also requires the matrix to be Hermitian, which (a) supplies.

```lean
/-- A chain with positive site energies is positive definite if four times each squared hopping
is at most the product of the adjacent site energies. -/
theorem chainH_posDef (n : ℕ) (d c : ℕ → ℝ) (hd : ∀ k ≤ n, 0 < d k)
    (hc : ∀ k < n, 4 * c k ^ 2 ≤ d k * d (k + 1)) : (chainH n d c).PosDef := by
  rw [Matrix.posDef_iff_dotProduct_mulVec]
  refine ⟨Matrix.IsHermitian.ext fun i j => by simpa [chainH] using entry_symm d c j i, ?_⟩
  intro x hx
  obtain ⟨y, rfl⟩ : ∃ y : ℕ → ℝ, x = fun i : Fin (n + 1) => y i :=
    ⟨fun k => if h : k < n + 1 then x ⟨k, h⟩ else 0, by
      funext i
      have e : (if h : (i : ℕ) < n + 1 then x ⟨(i : ℕ), h⟩ else 0) = x i := dif_pos i.isLt
      exact e.symm⟩
  rw [star_trivial, expectation_eq_energy n d c y]
  by_contra hneg
  have hlast := mul_nonneg (hd n le_rfl).le (sq_nonneg (y n))
  apply hx
  ext i
  exact (energy_bound d c y n hd hc).2 (by linarith) i (by omega)
```

## (f) Shifting by an energy

Show that \(E\mathbf 1-T\) is again a chain matrix, with

\[
a_k\to E-a_k,\qquad b_k\to-b_k .
\]

The identity contributes only on the diagonal, and the minus sign reverses every hopping. The proof compares diagonal and off-diagonal elements separately.

```lean
/-- Subtracting the chain Hamiltonian from `E` gives a chain with site energies `E - a k` and
hoppings `-b k`. -/
theorem sub_chainH (n : ℕ) (a b : ℕ → ℝ) (E : ℝ) :
    E • (1 : Matrix (Fin (n + 1)) (Fin (n + 1)) ℝ) - chainH n a b =
      chainH n (fun k => E - a k) (fun k => -b k) := by
  ext i j
  by_cases h : i = j
  · subst h
    simp [chainH, entry]
  · have h' : (i : ℕ) ≠ j := fun e => h (Fin.ext e)
    simp only [chainH, entry, Matrix.sub_apply, Matrix.smul_apply, Matrix.of_apply,
      Matrix.one_apply_ne h, if_neg h', smul_zero, zero_sub]
    split_ifs <;> simp
```

## (g) An upper bound on all levels

Let \(a_k<E\) on every site and

\[
4b_k^2\le(E-a_k)(E-a_{k+1})
\]

on every bond. Show that \(E\mathbf 1-T\) is positive definite and that every level satisfies \(\mu<E\).

By (f), the shifted matrix has site energies \(d_k=E-a_k>0\) and hoppings \(c_k=-b_k\). Since \(c_k^2=b_k^2\), (e) applies. For a level \(\mu\) with eigenvector \(x\),

\[
0<x^{\mathsf T}(E\mathbf 1-T)x=(E-\mu)\,x^{\mathsf T}x ,
\]

and \(x^{\mathsf T}x\ge0\), so \(\mu<E\).

In the statement, `ha` is the site condition and `hb` the bond condition. The site condition fixes the sign: the product on the right is also positive when \(E\) lies below both site energies. A single site has no bonds, and only \(a_0<E\) remains. The criterion is sufficient, not necessary: two sites with \(a_0=a_1=0\) and \(b_0=1\) have levels \(\pm1\), while the bond condition asks for \(E\ge2\).

```lean
/-- If `E` exceeds every site energy and `4 b_k² ≤ (E - a_k)(E - a_(k+1))` on every bond, then
`E - T` is positive definite and every level of the chain lies below `E`. -/
theorem band_upper_bound (n : ℕ) (a b : ℕ → ℝ) (E : ℝ) (ha : ∀ k ≤ n, a k < E)
    (hb : ∀ k < n, 4 * b k ^ 2 ≤ (E - a k) * (E - a (k + 1))) :
    (E • (1 : Matrix (Fin (n + 1)) (Fin (n + 1)) ℝ) - chainH n a b).PosDef ∧
      ∀ (μ : ℝ) (x : Fin (n + 1) → ℝ), x ≠ 0 → chainH n a b *ᵥ x = μ • x → μ < E := by
  have hpos : (E • (1 : Matrix (Fin (n + 1)) (Fin (n + 1)) ℝ) - chainH n a b).PosDef := by
    rw [sub_chainH]
    exact chainH_posDef n _ _ (fun k hk => sub_pos.2 (ha k hk))
      (fun k hk => by simpa only [neg_sq] using hb k hk)
  refine ⟨hpos, fun μ x hx h => ?_⟩
  have p := (Matrix.posDef_iff_dotProduct_mulVec.1 hpos).2 hx
  rw [star_trivial, Matrix.sub_mulVec, Matrix.smul_mulVec, Matrix.one_mulVec, h, ← sub_smul,
    dotProduct_smul, smul_eq_mul] at p
  have hxx : 0 ≤ x ⬝ᵥ x := Finset.sum_nonneg fun i _ => mul_self_nonneg (x i)
  by_contra hle
  have := mul_nonneg (sub_nonneg.2 (not_lt.1 hle)) hxx
  linarith
```

## (h) A window for all levels

Let \(F<a_k<E\) on every site. Suppose that the bond condition of (g) holds at \(E\), and that

\[
4b_k^2\le(a_k-F)(a_{k+1}-F)
\]

on every bond. Show that \(F<\mu<E\) for every level.

The upper half is (g). For the lower half, \(-T\) is the chain with site energies \(-a_k\) and hoppings \(-b_k\), and \(-\mu\) is one of its levels. Its conditions at the energy \(-F\) are those assumed here, so (g) gives \(-\mu<-F\).

As an example, take three sites with \(a=(0,3,0)\) and \(b_0=b_1=1\). At \(E=4\) each bond has \((4-0)(4-3)=4\), and at \(F=-1\) each has \((0+1)(3+1)=4\). Every bond condition is saturated, and the window is \(-1<\mu<4\). The vector \((1,0,-1)\) has level \(0\). The vector \((1,\mu,1)\) is an eigenvector when \(\mu^2-3\mu-2=0\), so the other levels are \((3\pm\sqrt{17})/2\), about \(3.562\) and \(-0.562\). All three lie inside.

```lean
/-- If the bond condition holds at an energy `F` below and an energy `E` above all site
energies, every level lies strictly between `F` and `E`. -/
theorem band_window (n : ℕ) (a b : ℕ → ℝ) (F E : ℝ) (ha : ∀ k ≤ n, F < a k ∧ a k < E)
    (hF : ∀ k < n, 4 * b k ^ 2 ≤ (a k - F) * (a (k + 1) - F))
    (hE : ∀ k < n, 4 * b k ^ 2 ≤ (E - a k) * (E - a (k + 1)))
    (μ : ℝ) (x : Fin (n + 1) → ℝ) (hx : x ≠ 0) (h : chainH n a b *ᵥ x = μ • x) :
    F < μ ∧ μ < E := by
  refine ⟨?_, (band_upper_bound n a b E (fun k hk => (ha k hk).2) hE).2 μ x hx h⟩
  -- the lower edge is the upper edge of the chain with reversed sign
  have hneg : chainH n (fun k => -a k) (fun k => -b k) *ᵥ x = (-μ) • x := by
    have e := sub_chainH n a b 0
    simp only [zero_smul, zero_sub] at e
    rw [← e, Matrix.neg_mulVec, h, neg_smul]
  have := (band_upper_bound n (fun k => -a k) (fun k => -b k) (-F)
    (fun k hk => neg_lt_neg (ha k hk).1)
    (fun k hk => by linarith [hF k hk])).2 (-μ) x hx hneg
  linarith
```

## (i) The uniform chain

Let every site energy be \(a\) and every hopping be \(b\ne0\). Show that

\[
|\mu-a|<2|b| .
\]

Use (h) with \(F=a-2|b|\) and \(E=a+2|b|\). Both bond conditions read \(4b^2\le4b^2\). The result is still strict because of the equality case in (d). For \(b=0\) the only level is \(a\), and the strict inequality fails.

```lean
/-- Every level of a uniform open chain with nonzero hopping `b` lies strictly within `2|b|` of
the site energy. -/
theorem uniform_chain_band (n : ℕ) (a b : ℝ) (hb : b ≠ 0) (μ : ℝ) (x : Fin (n + 1) → ℝ)
    (hx : x ≠ 0) (h : chainH n (fun _ => a) (fun _ => b) *ᵥ x = μ • x) :
    |μ - a| < 2 * |b| := by
  have hp := abs_pos.2 hb
  have hs := sq_abs b
  obtain ⟨h1, h2⟩ := band_window n (fun _ => a) (fun _ => b) (a - 2 * |b|) (a + 2 * |b|)
    (fun _ _ => ⟨by linarith, by linarith⟩) (fun _ _ => by nlinarith) (fun _ _ => by nlinarith)
    μ x hx h
  exact abs_lt.2 ⟨by linarith, by linarith⟩
```

## (j) Long chains come arbitrarily close to the band edge

Let \(E<a+2b\). Show that for some \(n\) the uniform chain has a nonzero \(x\) with

\[
x^{\mathsf T}(E\mathbf 1-T)x\le0 .
\]

Put amplitude 1 on every site. By (c) and (f), the form is

\[
(n+1)(E-a)-2nb=(E-a)-n(a+2b-E),
\]

which is negative once \(n>(E-a)/(a+2b-E)\). For the normalised state, with amplitudes \(1/\sqrt{n+1}\), the expectation value of \(T\) is \(a+2b\,n/(n+1)\), which then exceeds \(E\). For \(b>0\), \(a+2b\) is the upper edge in (i). The theorem expresses the failure as `¬ … .PosDef`.

```lean
/-- For any energy `E` below `a + 2b` there is a uniform chain for which `E - T` is not
positive definite. -/
theorem uniform_chain_sharp (a b E : ℝ) (hE : E < a + 2 * b) :
    ∃ n : ℕ, ¬ (E • (1 : Matrix (Fin (n + 1)) (Fin (n + 1)) ℝ) -
      chainH n (fun _ => a) (fun _ => b)).PosDef := by
  obtain ⟨n, hn⟩ := exists_nat_gt ((E - a) / (a + 2 * b - E))
  rw [div_lt_iff₀ (by linarith)] at hn
  refine ⟨n, fun h => ?_⟩
  rw [sub_chainH, Matrix.posDef_iff_dotProduct_mulVec] at h
  -- trial state with equal amplitude on every site
  have hx : (fun _ : Fin (n + 1) => (1 : ℝ)) ≠ 0 := fun e => by simpa using congrFun e 0
  have p := h.2 hx
  rw [star_trivial] at p
  have q : 0 < energy n (fun _ => E - a) (fun _ => -b) (fun _ => 1) := by
    rw [← expectation_eq_energy]
    exact p
  simp only [energy, sum_const, card_range, nsmul_eq_mul, one_pow, mul_one] at q
  push_cast at q
  linarith
```

## (k) The constant in the bond condition

Let \(0<c<4\). Find a uniform chain and an energy \(E>a\) with

\[
c\,b^2\le(E-a)^2
\]

for which \(E\mathbf 1-T\) is not positive definite.

Take \(a=0\), \(b=1\) and \(E=1+c/4\). Then \(E<2\), so (j) provides a length at which positive definiteness fails. The weakened condition holds because

\[
\left(1+\frac c4\right)^2-c=\left(1-\frac c4\right)^2\ge0 .
\]

Thus no smaller positive constant works for all chain lengths. At a fixed length a smaller one may do: for two sites the determinant shows that any constant above 1 is enough.

```lean
/-- For any positive constant `c < 4` there are a uniform chain and an energy `E` above its site
energy that meet the bond condition with `c` in place of `4`, while `E - T` is not positive
definite. -/
theorem four_is_optimal (c : ℝ) (hc : 0 < c) (hc4 : c < 4) :
    ∃ (n : ℕ) (a b E : ℝ), a < E ∧ c * b ^ 2 ≤ (E - a) * (E - a) ∧
      ¬ (E • (1 : Matrix (Fin (n + 1)) (Fin (n + 1)) ℝ) -
        chainH n (fun _ => a) (fun _ => b)).PosDef := by
  obtain ⟨n, hn⟩ := uniform_chain_sharp 0 1 (1 + c / 4) (by linarith)
  exact ⟨n, 0, 1, 1 + c / 4, by linarith, by nlinarith [sq_nonneg (1 - c / 4)], hn⟩

end

end TridiagonalBandBounds
```

```lean
#print axioms TridiagonalBandBounds.uniform_chain_band
#print axioms TridiagonalBandBounds.four_is_optimal
```

```
'TridiagonalBandBounds.uniform_chain_band' depends on axioms: [propext, Classical.choice, Quot.sound]
'TridiagonalBandBounds.four_is_optimal' depends on axioms: [propext, Classical.choice, Quot.sound]
```
